# In a bond-counting model with positive strain, icosahedral clusters beat cuboctahedral ones at most up to a finite size

Put 12 atoms around a central one. Arranged as a cuboctahedron, the 13 atoms have 36 nearest-neighbour bonds: 12 to the centre and 24 along the edges. As an icosahedron they have 42, because the icosahedron has 30 edges. If each bond lowers the energy by $e$ and icosahedral packing costs strain energy $c>0$ per atom, the icosahedron wins exactly when $13c<6e$. With more shells, the bond gain grows like a surface and the strain cost like a volume.

In Lean 4 with Mathlib:

```lean
import Mathlib

open Finset

namespace MagicClusters

noncomputable section
```

## Shells and their bonds

A shell is described by its numbers of vertices, edges, triangular faces and square faces.

```lean
/-- The numbers of vertices, edges, triangular faces and square faces of the polyhedron
that forms each shell of a cluster. -/
structure ShellShape where
  vertices : ℕ
  edges : ℕ
  triangles : ℕ
  squares : ℕ
```

The cuboctahedron is a fragment of the fcc lattice.

```lean
/-- The cuboctahedron: 12 vertices, 24 edges, 8 triangles and 6 squares. -/
def cuboctahedron : ShellShape := ⟨12, 24, 8, 6⟩
```

The icosahedron has only triangular faces.

```lean
/-- The icosahedron: 12 vertices, 30 edges and 20 triangles. -/
def icosahedron : ShellShape := ⟨12, 30, 20, 0⟩
```

Shell $k\ge1$ has edges $k$ bonds long. It places $k-1$ atoms inside each edge, $(k-1)(k-2)/2$ inside each triangle and $(k-1)^2$ inside each square. Counts are real-valued in the code, which makes the subtractions ordinary ones.

```lean
/-- Atoms in shell `k ≥ 1`, whose edges are `k` bonds long: those at vertices, inside edges,
inside triangles and inside squares. -/
def shellAtoms (P : ShellShape) (k : ℕ) : ℝ :=
  P.vertices + P.edges * ((k : ℝ) - 1) + P.triangles * (((k : ℝ) - 1) * (k - 2) / 2)
    + P.squares * ((k : ℝ) - 1) ^ 2
```

Within the shell there are $k$ bonds along each edge, $3k(k-1)/2$ more in each triangle and $2k(k-1)$ more in each square.

```lean
/-- Bonds within shell `k ≥ 1`: those along edges, inside triangles and inside squares. -/
def inShellBonds (P : ShellShape) (k : ℕ) : ℝ :=
  P.edges * (k : ℝ) + P.triangles * (3 * (k : ℝ) * (k - 1) / 2)
    + P.squares * (2 * (k : ℝ) * (k - 1))
```

Inward bonds number 1, 2, 3 or 4 per atom, according to its site. These packing rules are assumed, not derived from atomic coordinates.

```lean
/-- Bonds from shell `k ≥ 1` to the shell below: an atom at a vertex, inside an edge, inside a
triangle or inside a square has 1, 2, 3 or 4 of them. -/
def interShellBonds (P : ShellShape) (k : ℕ) : ℝ :=
  P.vertices + 2 * (P.edges * ((k : ℝ) - 1))
    + 3 * (P.triangles * (((k : ℝ) - 1) * (k - 2) / 2))
    + 4 * (P.squares * ((k : ℝ) - 1) ^ 2)
```

A cluster is a central atom with $n$ shells.

```lean
/-- Atoms in a cluster made of a central atom and `n` shells. -/
def atoms (P : ShellShape) (n : ℕ) : ℝ := 1 + ∑ k ∈ Icc 1 n, shellAtoms P k
```

Its bonds are summed over the same shells.

```lean
/-- Nearest-neighbour bonds in a cluster of `n` shells. -/
def bonds (P : ShellShape) (n : ℕ) : ℝ :=
  ∑ k ∈ Icc 1 n, (inShellBonds P k + interShellBonds P k)
```

The expected atom count is $N=1+\sum_{k=1}^n(10k^2+2)$.

```lean
/-- The magic number `N = 1 + ∑ (10 k² + 2)`, summed over shells `k = 1, …, n`. -/
def magicNumber (n : ℕ) : ℕ := 1 + ∑ k ∈ Icc 1 n, (10 * k ^ 2 + 2)
```

The energy is $-e\cdot(\text{bonds})+s\cdot(\text{atoms})$, with $s$ the strain cost per atom. In an icosahedron the bonds within a shell are longer than those between shells, so they cannot all have their ideal length; a constant $s=c$ stands for that cost.

```lean
/-- Cluster energy: `-e` for each bond and a strain cost `s` for each atom. -/
def energy (P : ShellShape) (e s : ℝ) (n : ℕ) : ℝ := -e * bonds P n + s * atoms P n
```

The cuboctahedron has $s=0$. "Favoured" means strictly lower energy, so a tie does not count for the icosahedron.

```lean
/-- The icosahedron, with strain cost `c` per atom, has lower energy than the unstrained
cuboctahedron with the same number of shells. -/
def IcosahedronFavoured (e c : ℝ) (n : ℕ) : Prop :=
  energy icosahedron e c n < energy cuboctahedron e 0 n
```

## Equal atoms, unequal bonds

For the two shapes, shell $k$ contains
$$12+24(k-1)+4(k-1)(k-2)+6(k-1)^2=10k^2+2,$$
$$12+30(k-1)+10(k-1)(k-2)=10k^2+2.$$
The proof compares the sums term by term.

```lean
/-- Both clusters of `n` shells contain the magic number of atoms. -/
theorem atoms_eq_magicNumber (n : ℕ) :
    atoms cuboctahedron n = magicNumber n ∧ atoms icosahedron n = magicNumber n := by
  constructor <;>
  · simp only [atoms, magicNumber]
    push_cast
    congr 1
    apply Finset.sum_congr rfl
    intro k _
    simp only [shellAtoms, cuboctahedron, icosahedron]
    push_cast
    ring
```

Summation, by induction on $n$, gives $N=(2n+1)(5n(n+1)+3)/3$.

```lean
/-- The magic number in closed form. -/
theorem magicNumber_closed (n : ℕ) :
    (magicNumber n : ℝ) = (2 * n + 1) * (5 * n * (n + 1) + 3) / 3 := by
  induction n with
  | zero => norm_num [magicNumber]
  | succ n ih =>
    have h : magicNumber (n + 1) = magicNumber n + (10 * (n + 1) ^ 2 + 2) := by
      unfold magicNumber
      rw [Finset.sum_Icc_succ_top (show 1 ≤ n + 1 by omega)]
      ring
    rw [h]
    push_cast
    linear_combination ih
```

Shell $k$ adds $24k^2+(36k^2-36k+12)$ bonds to the cuboctahedron and $30k^2+(30k^2-30k+12)$ to the icosahedron, the brackets being the inward bonds. Induction again gives the totals $20n^3+12n^2+4n$ and $20n^3+15n^2+7n$.

```lean
/-- The total numbers of bonds in the two clusters of `n` shells. -/
theorem bonds_closed (n : ℕ) :
    bonds cuboctahedron n = 20 * (n : ℝ) ^ 3 + 12 * n ^ 2 + 4 * n ∧
      bonds icosahedron n = 20 * (n : ℝ) ^ 3 + 15 * n ^ 2 + 7 * n := by
  induction n with
  | zero => simp [bonds]
  | succ n ih =>
    have step (P : ShellShape) : bonds P (n + 1) =
        bonds P n + (inShellBonds P (n + 1) + interShellBonds P (n + 1)) :=
      Finset.sum_Icc_succ_top (show 1 ≤ n + 1 by omega) _
    rw [step cuboctahedron, step icosahedron, ih.1, ih.2]
    simp only [inShellBonds, interShellBonds, cuboctahedron, icosahedron]
    push_cast
    constructor <;> ring
```

Each shell therefore favours the icosahedron by $6k$ bonds, and $\sum_{k=1}^n 6k=3n(n+1)$.

```lean
/-- The icosahedron has `3n(n+1)` more nearest-neighbour bonds than the cuboctahedron. -/
theorem bond_excess (n : ℕ) :
    bonds icosahedron n = bonds cuboctahedron n + 3 * n * (n + 1) := by
  rw [(bonds_closed n).1, (bonds_closed n).2]
  ring
```

Coordination numbers provide a cross-check: summed over all atoms, they count every bond twice. Here the outer shell is number $n+1$, with $n$ atoms inside each edge.

```lean
/-- Twice the number of bonds is the sum of coordination numbers: 12 for each atom below the
outer shell `n + 1`, and on that shell 5, 7, 9, 8 (cuboctahedron: vertex, edge, triangle,
square) or 6, 8, 9 (icosahedron: vertex, edge, triangle). -/
theorem coordination_sum (n : ℕ) :
    2 * bonds cuboctahedron (n + 1) = 12 * atoms cuboctahedron n
      + (5 * 12 + 7 * (24 * n) + 9 * (8 * ((n : ℝ) * (n - 1) / 2)) + 8 * (6 * (n : ℝ) ^ 2)) ∧
    2 * bonds icosahedron (n + 1) = 12 * atoms icosahedron n
      + (6 * 12 + 8 * (30 * n) + 9 * (20 * ((n : ℝ) * (n - 1) / 2))) := by
  rw [(bonds_closed (n + 1)).1, (bonds_closed (n + 1)).2, (atoms_eq_magicNumber n).1,
    (atoms_eq_magicNumber n).2, magicNumber_closed]
  push_cast
  constructor <;> ring
```

## Strain against extra bonds

Since the atom numbers agree, subtracting the energies leaves
$$cN<3n(n+1)e$$
as the condition for the icosahedron.

```lean
/-- The icosahedron is favoured exactly when its total strain cost is smaller than the energy
of its extra bonds. -/
theorem favoured_iff (e c : ℝ) (n : ℕ) :
    IcosahedronFavoured e c n ↔ c * magicNumber n < 3 * n * (n + 1) * e := by
  unfold IcosahedronFavoured energy
  rw [(atoms_eq_magicNumber n).2, bond_excess]
  constructor <;> intro h <;> linarith
```

Write $N_k$ for the atom number with $k$ shells. For $k\ge1$,
$$kN_{k+1}-(k+2)N_k=\tfrac13(10k^3+30k^2+14k-6)>0.$$
If $k+1$ shells favour the icosahedron, then
$$c(k+2)N_k<ckN_{k+1}<3k(k+1)(k+2)e.$$
Cancelling $k+2$ shows that $k$ shells favour it too. The lemma repeats this step downwards from $n$ to $m$; `hpoly` is the polynomial inequality.

```lean
/-- For positive strain cost, if the icosahedron is favoured with `n` shells, it is favoured
with any smaller number `m ≥ 1` of shells. -/
theorem favoured_of_le {e c : ℝ} (hc : 0 < c) {m n : ℕ} (hm : 1 ≤ m) (hmn : m ≤ n) :
    IcosahedronFavoured e c n → IcosahedronFavoured e c m := by
  induction n, hmn using Nat.le_induction with
  | base => exact id
  | succ k hk ih =>
    intro h
    apply ih
    rw [favoured_iff, magicNumber_closed] at h ⊢
    push_cast at h
    have hk1 : (1 : ℝ) ≤ k := by exact_mod_cast hm.trans hk
    have hk0 : (0 : ℝ) < k := by linarith
    -- strain per extra bond grows from k to k + 1 shells
    have hpoly : 0 ≤ 10 * (k : ℝ) ^ 3 + 30 * k ^ 2 + 14 * k - 6 := by
      nlinarith [pow_pos hk0 3, pow_pos hk0 2]
    have h1 := mul_lt_mul_of_pos_right h hk0
    have h2 := mul_nonneg hc.le hpoly
    refine lt_of_mul_lt_mul_right (?_ : _ * ((k : ℝ) + 2) < _ * ((k : ℝ) + 2)) (by positivity)
    nlinarith [h1, h2]
```

A favoured size has $n\ge1$, because at $n=0$ the condition would read $c<0$. Dropping the 3 in the closed form of $N$ gives
$$\tfrac53c(2n+1)n(n+1)<cN<3n(n+1)e,$$
hence $5c(2n+1)<9e$.

```lean
/-- For positive strain cost, a size `n` that favours the icosahedron obeys
`5c(2n+1) < 9e`. -/
theorem favoured_bound {e c : ℝ} (hc : 0 < c) {n : ℕ} (h : IcosahedronFavoured e c n) :
    5 * c * (2 * n + 1) < 9 * e := by
  rw [favoured_iff, magicNumber_closed] at h
  have hx : (0 : ℝ) ≤ n * (n + 1) := by positivity
  have hs : 0 < c * (2 * (n : ℝ) + 1) := by positivity
  have key : 5 * c * (2 * n + 1) * ((n : ℝ) * (n + 1)) < 9 * e * ((n : ℝ) * (n + 1)) := by
    nlinarith [h, hs]
  exact lt_of_mul_lt_mul_right key hx
```

So some size is not favoured. Let $M+1$ be the first such $n\ge1$, which `Nat.find` selects. Every size up to $M$ is favoured by minimality, and none beyond it is, by the downward step. $M=0$ means that one shell already fails, which is $6e\le13c$. The theorem needs no sign for $e$; a bond energy $e\le0$ simply gives $M=0$.

```lean
/-- For positive strain cost `c` per atom, the sizes `n ≥ 1` that favour the icosahedron are
exactly those up to some `M`, and `M = 0` exactly when `6e ≤ 13c`. -/
theorem favoured_initial_segment (e : ℝ) {c : ℝ} (hc : 0 < c) :
    ∃ M : ℕ, (∀ n : ℕ, 1 ≤ n → (IcosahedronFavoured e c n ↔ n ≤ M)) ∧
      (M = 0 ↔ 6 * e ≤ 13 * c) := by
  classical
  -- large clusters are not favoured
  have hex : ∃ k : ℕ, ¬ IcosahedronFavoured e c (k + 1) := by
    obtain ⟨k, hk⟩ := exists_nat_gt (9 * e / c)
    refine ⟨k, fun h => ?_⟩
    have h1 := (div_lt_iff₀ hc).1 hk
    have h2 := favoured_bound hc h
    push_cast at h2
    have h3 : 0 ≤ c * (k : ℝ) := by positivity
    nlinarith [h1, h2, h3]
  have hone : IcosahedronFavoured e c 1 ↔ 13 * c < 6 * e := by
    rw [favoured_iff, magicNumber_closed]
    simp only [Nat.cast_one]
    constructor <;> intro h <;> linarith
  -- M + 1 is the first size at which the icosahedron loses
  refine ⟨Nat.find hex, fun n hn => ⟨fun h => ?_, fun h => ?_⟩, ?_⟩
  · by_contra hlt
    exact Nat.find_spec hex (favoured_of_le hc (by omega) (by omega) h)
  · have h2 : ¬¬ IcosahedronFavoured e c (n - 1 + 1) :=
      Nat.find_min hex (show n - 1 < Nat.find hex by omega)
    rw [Nat.sub_add_cancel hn] at h2
    exact not_not.1 h2
  · rw [Nat.find_eq_zero]
    change ¬ IcosahedronFavoured e c 1 ↔ _
    rw [hone, not_lt]
```

For $c=e/4$ with $e>0$, two shells give $55/4<18$ and three give $147/4>36$, so exactly $n=1,2$ are favoured.

```lean
/-- If the strain cost per atom is a quarter of a positive bond energy, then among sizes
`n ≥ 1` the icosahedron is favoured exactly for one and two shells. -/
theorem favoured_quarter {e : ℝ} (he : 0 < e) {n : ℕ} (hn : 1 ≤ n) :
    IcosahedronFavoured e (e / 4) n ↔ n ≤ 2 := by
  have hc : 0 < e / 4 := by positivity
  have h2 : IcosahedronFavoured e (e / 4) 2 := by
    rw [favoured_iff, magicNumber_closed]
    simp only [Nat.cast_ofNat]
    linarith
  have h3 : ¬ IcosahedronFavoured e (e / 4) 3 := by
    rw [favoured_iff, magicNumber_closed]
    simp only [Nat.cast_ofNat]
    intro h
    linarith
  constructor
  · intro h
    by_contra hlt
    exact h3 (favoured_of_le hc (by omega) (by omega) h)
  · intro h
    exact favoured_of_le hc hn h h2

end

end MagicClusters
```

For simulations of metal nanoparticles, this illustrates how the preferred structure can change with size, in a model limited to two ideal closed-shell shapes, nearest-neighbour bonds and a size-independent strain per atom. Other shapes, relaxation and temperature do not enter.

```lean
#print axioms MagicClusters.coordination_sum
#print axioms MagicClusters.favoured_initial_segment
#print axioms MagicClusters.favoured_quarter
```

```
'MagicClusters.coordination_sum' depends on axioms: [propext, Classical.choice, Quot.sound]
'MagicClusters.favoured_initial_segment' depends on axioms: [propext, Classical.choice, Quot.sound]
'MagicClusters.favoured_quarter' depends on axioms: [propext, Classical.choice, Quot.sound]
```
